# For n < M, a suitably phased sum of M coherent states evenly spaced on a circle about the origin contains only the levels n, n + M, n + 2M, …

## Small coherent states tend to the vacuum

A coherent state of nonzero amplitude populates every Fock level, and as its amplitude shrinks it approaches the vacuum. At amplitude α the population of level n is exp(−|α|²)|α|^(2n)/n!, which is at most 1/e for every n ≥ 1, so no single coherent state comes close to such a number state. Adding several of them does not help by itself: the levels below n dominate at small amplitude, and they stay unless the weights make them cancel.

More than n equally spaced amplitudes on a circle about the origin, with suitable phases as weights, produce this cancellation. For a single bosonic mode, a number state can then be approximated by a finite sum of coherent states, with an explicit pointwise error bound on its Bargmann function.

## Coherent states as exponentials

In the Bargmann representation a state of one mode is a function of a complex variable z, and the normalised number state |j⟩ is z^j/√(j!). The unnormalised coherent state of amplitude α has Fock amplitudes α^j/√(j!), so its function is

Σⱼ (α^j/√(j!)) · (z^j/√(j!)) = Σⱼ (αz)^j/j! = exp(αz).

The normalised coherent state carries the extra factor exp(−|α|²/2).

Let M ≥ 1, let r be complex, and put ω = exp(2πi/M). The amplitudes rω^k, with k = 0, …, M−1, lie on a circle of radius |r|. Their normalisation factors are all equal, so working without them changes the superposition only by a common factor. Define

C(z) = (1/M) Σₖ ω^(−kn) exp(rzω^k).

The central statement is that, for n < M,

C(z) = Σₗ (rz)^(n+lM)/(n+lM)!, with l = 0, 1, 2, …

## Cancellation of the unwanted levels

Expand each exponential. A finite sum of convergent series may be taken term by term, so

C(z) = Σⱼ ((rz)^j/j!) · (1/M) Σₖ ω^(k(j−n)).

Put q = ω^(j−n). The inner sum is 1 + q + … + q^(M−1). If M divides j − n, then q = 1 and the average is 1. Otherwise q ≠ 1, while q^M = 1, and the geometric sum gives

(1/M) · (q^M − 1)/(q − 1) = 0.

Only levels with j ≡ n modulo M survive. Since n < M, these j are the nonnegative integers with remainder n on division by M, which are exactly j = n + lM. This gives the series.

## Error and the limit of a small circle

The term l = 0 is (rz)^n/n!. Relabel the remaining terms so that l again starts at 0, and write a = |rz|. Their absolute values sum to

Σₗ a^(n+M+lM)/(n+M+lM)!.

A binomial coefficient is a positive integer, so (n+M)!(lM)! ≤ (n+M+lM)!. Hence the sum is at most

(a^(n+M)/(n+M)!) Σₗ a^(lM)/(lM)! ≤ (a^(n+M)/(n+M)!) exp(a),

because the last series consists of some of the nonnegative terms of exp(a).

For r ≠ 0, multiplying by n!/r^n turns the leading term into z^n and gives

|(n!/r^n) C(z) − z^n| ≤ (n!/(n+M)!) |r|^M |z|^(n+M) exp(|r||z|).

Since M ≥ 1, the right-hand side tends to 0 with r at each fixed z. With the factor √(n!)/r^n instead, the limit is the normalised number state z^n/√(n!).

For M = 2 we have ω = −1, and the definition gives

n = 0: (exp(rz) + exp(−rz))/2 = cosh(rz),

n = 1: (exp(rz) − exp(−rz))/2 = sinh(rz).

These are the even and odd cat states. Their normalised forms are cosh(rz)/√cosh(|r|²) and, for r ≠ 0, sinh(rz)/√sinh(|r|²).

## How the Lean statements express this

`circleState M n r z` is C(z), with `range M` supplying k = 0, …, M−1. `coherentAmplitude α j` is the unnormalised Fock amplitude α^j/√(j!). Both r and z are complex, while M, n and j are natural numbers.

`HasSum f a` says that the series with terms f converges to a. `circleState_hasSum_mod` states the selection rule for every n, assuming only `M ≠ 0`; `circle_fock_amplitude` does the same for one Fock amplitude at a time. The hypothesis `n < M` enters with `circleState_hasSum`, which lists the surviving levels as `n + l * M`. The physical content of that hypothesis is that the circle has enough points to separate level n from all lower levels.

`circleState_error` and `numberState_error` are the two bounds above. In `numberState_limit`, the filter `𝓝[≠] 0` means that r approaches 0 through nonzero complex values, from any direction. The convergence is pointwise in z.

The file works with functions and amplitudes. It does not construct the Bargmann Hilbert space, its inner product or the ladder operators, so the identification of exp(αz) with a coherent state is the physical reading of the definitions.

## Too few points on the circle

Take M = 1 and n = 1, which violates n < M. The circle has one point, with weight 1, so C(z) = exp(rz). The series over 1 + l would instead give exp(rz) − 1. The vacuum term has not been removed, and it ruins the limit as well: the rescaled function exp(rz)/r grows without bound as r → 0.

## A version with vectors in Fock space

The same superposition could be modelled as a square-summable sequence of Fock amplitudes. Rescaled by √(n!)/r^n, it would be

|n⟩ + Σₗ r^(lM) √(n!/(n+lM)!) |n+lM⟩, with l ≥ 1.

The squared norm of the correction is of order |r|^(2M), so the limit would hold in the Hilbert-space norm, and a statement about fidelity would follow after normalisation. This would require proofs of square-summability and of the norm estimate; the file contains no theorem about these norms.

## The complete file

```lean
import Mathlib

open Filter Topology Finset
open scoped Real Nat

namespace CoherentCircle

noncomputable section

/-- Fock amplitude on level `j` of the unnormalised coherent state of amplitude `α`. -/
def coherentAmplitude (α : ℂ) (j : ℕ) : ℂ := α ^ j / (Real.sqrt (j ! : ℝ) : ℂ)

/-- Bargmann function of the superposition of `M` unnormalised coherent states placed evenly on a
circle, with amplitudes `r exp(2πik/M)` and weights `exp(-2πikn/M)/M`. -/
def circleState (M n : ℕ) (r z : ℂ) : ℂ :=
  1 / (M : ℂ) * ∑ k ∈ range M, Complex.exp (-(2 * π * Complex.I * k * n / M)) *
    Complex.exp (r * z * Complex.exp (2 * π * Complex.I * k / M))

/-- Averaging the phases over the circle keeps level `j` if `j ≡ n` modulo `M` and removes it
otherwise. -/
theorem phase_average {M : ℕ} (hM : M ≠ 0) (n j : ℕ) :
    1 / (M : ℂ) * ∑ k ∈ range M, Complex.exp (-(2 * π * Complex.I * k * n / M)) *
      Complex.exp (2 * π * Complex.I * k / M) ^ j = if j ≡ n [MOD M] then 1 else 0 := by
  have hζ := Complex.isPrimitiveRoot_exp M hM
  have hM' : (M : ℂ) ≠ 0 := Nat.cast_ne_zero.mpr hM
  -- each summand is a power of one M-th root of unity
  have hterm : ∀ k ∈ range M, Complex.exp (-(2 * π * Complex.I * k * n / M)) *
      Complex.exp (2 * π * Complex.I * k / M) ^ j =
      (Complex.exp (2 * π * Complex.I / M) ^ ((j : ℤ) - n)) ^ k := by
    intro k _
    rw [← Complex.exp_int_mul, ← Complex.exp_nat_mul, ← Complex.exp_nat_mul,
      ← Complex.exp_add]
    congr 1
    push_cast
    ring
  rw [Finset.sum_congr rfl hterm]
  have hiff : Complex.exp (2 * π * Complex.I / M) ^ ((j : ℤ) - n) = 1 ↔ j ≡ n [MOD M] := by
    rw [hζ.zpow_eq_one_iff_dvd, ← Nat.modEq_iff_dvd]
    exact ⟨fun h => h.symm, fun h => h.symm⟩
  have hpow : (Complex.exp (2 * π * Complex.I / M) ^ ((j : ℤ) - n)) ^ M = 1 := by
    rw [← zpow_natCast, ← zpow_mul]
    exact (hζ.zpow_eq_one_iff_dvd _).2 (dvd_mul_left _ _)
  by_cases h : j ≡ n [MOD M]
  · rw [if_pos h, hiff.2 h]
    simp [hM']
  · rw [if_neg h, geom_sum_eq (fun h' => h (hiff.1 h')), hpow]
    simp

/-- In the Fock basis, the circle superposition has the amplitudes of a single coherent state on
the levels `j ≡ n` modulo `M`, and zero on all others. -/
theorem circle_fock_amplitude {M : ℕ} (hM : M ≠ 0) (n j : ℕ) (r : ℂ) :
    1 / (M : ℂ) * ∑ k ∈ range M, Complex.exp (-(2 * π * Complex.I * k * n / M)) *
      coherentAmplitude (r * Complex.exp (2 * π * Complex.I * k / M)) j =
    if j ≡ n [MOD M] then coherentAmplitude r j else 0 := by
  have h := congrArg (· * coherentAmplitude r j) (phase_average hM n j)
  simp only [ite_mul, one_mul, zero_mul] at h
  rw [← h]
  simp only [coherentAmplitude, Finset.mul_sum, Finset.sum_mul]
  refine Finset.sum_congr rfl fun k _ => ?_
  ring

/-- The Bargmann function of the circle superposition is the exponential series restricted to
the levels `j ≡ n` modulo `M`. -/
theorem circleState_hasSum_mod {M : ℕ} (hM : M ≠ 0) (n : ℕ) (r z : ℂ) :
    HasSum (fun j : ℕ => if j ≡ n [MOD M] then (r * z) ^ j / (j ! : ℂ) else 0)
      (circleState M n r z) := by
  have hexp : ∀ x : ℂ, HasSum (fun j : ℕ => x ^ j / (j ! : ℂ)) (Complex.exp x) := by
    intro x
    rw [Complex.exp_eq_exp_ℂ]
    exact NormedSpace.expSeries_div_hasSum_exp x
  -- expand every coherent state and sum over the circle term by term
  have h := (hasSum_sum (s := range M) fun k _ =>
    (hexp (r * z * Complex.exp (2 * π * Complex.I * k / M))).mul_left
      (Complex.exp (-(2 * π * Complex.I * k * n / M)))).mul_left (1 / (M : ℂ))
  unfold circleState
  suffices hfun : (fun j : ℕ => if j ≡ n [MOD M] then (r * z) ^ j / (j ! : ℂ) else 0) =
      fun j : ℕ => 1 / (M : ℂ) * ∑ k ∈ range M,
        Complex.exp (-(2 * π * Complex.I * k * n / M)) *
          ((r * z * Complex.exp (2 * π * Complex.I * k / M)) ^ j / (j ! : ℂ)) by
    rw [hfun]
    exact h
  funext j
  have hj := congrArg (· * ((r * z) ^ j / (j ! : ℂ))) (phase_average hM n j)
  simp only [ite_mul, one_mul, zero_mul] at hj
  rw [← hj]
  simp only [Finset.mul_sum, Finset.sum_mul]
  refine Finset.sum_congr rfl fun k _ => ?_
  ring

/-- For `n < M`, the superposition of `M` coherent states on a circle contains exactly the
terms `n, n + M, n + 2M, …` of the exponential series. -/
theorem circleState_hasSum {M n : ℕ} (hn : n < M) (r z : ℂ) :
    HasSum (fun l : ℕ => (r * z) ^ (n + l * M) / ((n + l * M)! : ℂ))
      (circleState M n r z) := by
  have hM : 0 < M := by omega
  have hg : Function.Injective (fun l : ℕ => n + l * M) := by
    intro a b hab
    exact Nat.eq_of_mul_eq_mul_right hM (Nat.add_left_cancel hab)
  have h := (hg.hasSum_iff (f := fun j : ℕ =>
    if j ≡ n [MOD M] then (r * z) ^ j / (j ! : ℂ) else 0) (by
      intro j hj
      refine if_neg fun hmod => hj ⟨j / M, ?_⟩
      have h1 : j % M = n := by
        have h2 : j % M = n % M := hmod
        rwa [Nat.mod_eq_of_lt hn] at h2
      have h3 := Nat.div_add_mod j M
      rw [h1, mul_comm] at h3
      change n + j / M * M = j
      omega)).2 (circleState_hasSum_mod hM.ne' n r z)
  convert h using 1
  funext l
  simp [Nat.ModEq]

/-- The circle superposition differs from its leading term `(rz)^n/n!` by at most
`|rz|^(n+M)/(n+M)!` times `exp |rz|`. -/
theorem circleState_error {M n : ℕ} (hn : n < M) (r z : ℂ) :
    ‖circleState M n r z - (r * z) ^ n / (n ! : ℂ)‖ ≤
      ‖r * z‖ ^ (n + M) / ((n + M)! : ℝ) * Real.exp ‖r * z‖ := by
  have hM : 0 < M := by omega
  -- remove the leading term of the series
  have h := (hasSum_nat_add_iff' 1).2 (circleState_hasSum hn r z)
  rw [Finset.sum_range_one, zero_mul, add_zero] at h
  have hs := summable_norm_iff.2 h.summable
  have hexp : HasSum (fun j : ℕ => ‖r * z‖ ^ j / (j ! : ℝ)) (Real.exp ‖r * z‖) := by
    rw [Real.exp_eq_exp_ℝ]
    exact NormedSpace.expSeries_div_hasSum_exp ‖r * z‖
  rw [← h.tsum_eq]
  refine (norm_tsum_le_tsum_norm hs).trans ?_
  -- compare the tail with a subseries of the exponential
  refine hasSum_le_inj (fun l : ℕ => l * M)
    (fun a b hab => Nat.eq_of_mul_eq_mul_right hM hab) (fun c _ => by positivity) ?_
    hs.hasSum (hexp.mul_left (‖r * z‖ ^ (n + M) / ((n + M)! : ℝ)))
  intro l
  have hidx : n + (l + 1) * M = (n + M) + l * M := by ring
  have hfac : ((n + M)! : ℝ) * ((l * M)! : ℝ) ≤ ((n + M + l * M)! : ℝ) := by
    exact_mod_cast Nat.le_of_dvd (Nat.factorial_pos _)
      (Nat.factorial_mul_factorial_dvd_factorial_add (n + M) (l * M))
  rw [hidx, norm_div, norm_pow, Complex.norm_natCast, div_mul_div_comm, ← pow_add]
  exact div_le_div_of_nonneg_left (by positivity) (by positivity) hfac

/-- Rescaled by `n!/r^n`, the circle superposition reproduces the number-state function `z^n`
with an error bounded by an explicit multiple of `|r|^M exp(|r||z|)`. -/
theorem numberState_error {M n : ℕ} (hn : n < M) {r : ℂ} (hr : r ≠ 0) (z : ℂ) :
    ‖(n ! : ℂ) / r ^ n * circleState M n r z - z ^ n‖ ≤
      (n ! : ℝ) / ((n + M)! : ℝ) * ‖r‖ ^ M * ‖z‖ ^ (n + M) * Real.exp (‖r‖ * ‖z‖) := by
  have hr' : ‖r‖ ≠ 0 := norm_ne_zero_iff.2 hr
  have hf : (n ! : ℂ) ≠ 0 := Nat.cast_ne_zero.2 (Nat.factorial_ne_zero n)
  have e : (n ! : ℂ) / r ^ n * circleState M n r z - z ^ n =
      (n ! : ℂ) / r ^ n * (circleState M n r z - (r * z) ^ n / (n ! : ℂ)) := by
    have e1 : (n ! : ℂ) / r ^ n * ((r * z) ^ n / (n ! : ℂ)) = z ^ n := by
      rw [mul_pow]
      field_simp
    rw [mul_sub, e1]
  rw [e, norm_mul, norm_div, norm_pow, Complex.norm_natCast]
  refine (mul_le_mul_of_nonneg_left (circleState_error hn r z) (by positivity)).trans
    (le_of_eq ?_)
  rw [norm_mul, mul_pow, pow_add ‖r‖]
  field_simp

/-- As the radius of the circle shrinks to zero, the rescaled superposition of `M > n` coherent
states tends pointwise to the number-state function `z^n`. -/
theorem numberState_limit {M n : ℕ} (hn : n < M) (z : ℂ) :
    Tendsto (fun r : ℂ => (n ! : ℂ) / r ^ n * circleState M n r z) (𝓝[≠] 0) (𝓝 (z ^ n)) := by
  have hM : M ≠ 0 := by omega
  have hc : Continuous (fun r : ℂ => (n ! : ℝ) / ((n + M)! : ℝ) * ‖r‖ ^ M *
      ‖z‖ ^ (n + M) * Real.exp (‖r‖ * ‖z‖)) := by fun_prop
  have h0 : Tendsto (fun r : ℂ => (n ! : ℝ) / ((n + M)! : ℝ) * ‖r‖ ^ M *
      ‖z‖ ^ (n + M) * Real.exp (‖r‖ * ‖z‖)) (𝓝 0) (𝓝 0) := by
    convert hc.tendsto 0 using 2
    simp [hM]
  rw [tendsto_iff_norm_sub_tendsto_zero]
  refine squeeze_zero' (Eventually.of_forall fun r => norm_nonneg _) ?_
    (h0.mono_left nhdsWithin_le_nhds)
  filter_upwards [self_mem_nhdsWithin] with r hr
  exact numberState_error hn hr z

/-- Two coherent states at opposite points of the circle give the Bargmann functions
`cosh(rz)` for `n = 0` and `sinh(rz)` for `n = 1`. -/
theorem cat_states (r z : ℂ) :
    circleState 2 0 r z = Complex.cosh (r * z) ∧
      circleState 2 1 r z = Complex.sinh (r * z) := by
  have h1 : Complex.exp (2 * π * Complex.I * ((1 : ℕ) : ℂ) / ((2 : ℕ) : ℂ)) = -1 := by
    rw [← Complex.exp_pi_mul_I]
    congr 1
    push_cast
    ring
  have h2 : Complex.exp (-(2 * π * Complex.I * ((1 : ℕ) : ℂ) * ((1 : ℕ) : ℂ) /
      ((2 : ℕ) : ℂ))) = -1 := by
    rw [mul_div_assoc, Nat.cast_one, mul_one, Complex.exp_neg]
    have h3 : 2 * (π : ℂ) * Complex.I * (1 / ((2 : ℕ) : ℂ)) = π * Complex.I := by
      push_cast
      ring
    rw [h3, Complex.exp_pi_mul_I]
    norm_num
  constructor
  · unfold circleState
    rw [Finset.sum_range_succ, Finset.sum_range_one, h1]
    simp [Complex.cosh]
    ring
  · unfold circleState
    rw [Finset.sum_range_succ, Finset.sum_range_one, h1, h2]
    simp [Complex.sinh]
    ring

end

end CoherentCircle
```

```lean
#print axioms CoherentCircle.circle_fock_amplitude
#print axioms CoherentCircle.circleState_hasSum
#print axioms CoherentCircle.numberState_limit
#print axioms CoherentCircle.cat_states
```

```
'CoherentCircle.circle_fock_amplitude' depends on axioms: [propext, Classical.choice, Quot.sound]
'CoherentCircle.circleState_hasSum' depends on axioms: [propext, Classical.choice, Quot.sound]
'CoherentCircle.numberState_limit' depends on axioms: [propext, Classical.choice, Quot.sound]
'CoherentCircle.cat_states' depends on axioms: [propext, Classical.choice, Quot.sound]
```

## How the proof follows the derivation

`phase_average` is the geometric sum. Its step `hterm` combines the two exponentials into the k-th power of q, where the exponent j − n is an integer and may be negative. `hiff` uses the fact that ω is a primitive M-th root of unity to show that q = 1 exactly when j ≡ n modulo M, and `hpow` shows q^M = 1. The case split then gives either M equal terms or, through `geom_sum_eq`, zero.

`circle_fock_amplitude` multiplies this identity by the amplitude of a single coherent state at level j. The phase of each amplitude rω^k comes out as ω^(kj), which is the factor that `phase_average` handles.

`circleState_hasSum_mod` begins with the exponential series for each point of the circle. `hasSum_sum` adds these finitely many series, and `mul_left` inserts the weights. What remains is an equality of coefficients at each j, again supplied by `phase_average`.

`circleState_hasSum` removes the zero terms. The map from l to `n + l * M` is injective, and every j outside its range has coefficient zero. `hg.hasSum_iff` uses these two facts to pass from the series over j to the series over l. The quotient `j / M` provides the required l when j has remainder n.

In `circleState_error`, `hasSum_nat_add_iff' 1` subtracts the leading term, so the tail has exponents `n + (l + 1) * M`. The norm of the tail is bounded by the sum of norms. `hasSum_le_inj` then compares each term with the term of the exponential series at `l * M`, and `hfac` is the factorial inequality, obtained from divisibility.

`numberState_error` factors out n!/r^n and applies the previous bound; the condition `r ≠ 0` allows the powers of r to cancel. `numberState_limit` shows that the bound is continuous in r and vanishes at r = 0, then squeezes the error between zero and that bound.

`cat_states` does not use the series. It evaluates the two phases for M = 2 as −1 where they occur and compares the two-term sums with the definitions of cosh and sinh.
